# Matched radial pseudo waves give a symmetric matrix \(D_{ij}=B_{ij}+e_jQ_{ij}\)

Here a radial wave is \(x\) times the radial part of an orbital, where \(x\) is the distance from the nucleus. Take two channels of zero angular momentum on \([0,1]\), in units \(\hbar=m=1\), with constant potentials \(V=W=1\). The true waves \(\psi_1=x\) and \(\psi_2=\sin\pi x\) solve \(-\psi''/2+V\psi=e\psi\) at \(e_1=1\) and \(e_2=1+\pi^2/2\). Keep \(\varphi_1=\psi_1\), but change the second wave to \(\varphi_2=\psi_2+p\), where \(p=x(1-x)^2\) has zero value and slope at \(x=1\).

Write \(\langle f,g\rangle=\int_0^1 fg\,dx\) and \(\chi_i=e_i\varphi_i+\varphi_i''/2-W\varphi_i\). Then \(\chi_1=0\) and \(\chi_2=\tfrac{\pi^2}{2}p+3x-2\). Since \(\langle x,p\rangle=\tfrac13-\tfrac12+\tfrac15=\tfrac1{30}\) and \(\langle x,3x-2\rangle=0\),

\[
B_{12}=\langle\varphi_1,\chi_2\rangle=\frac{\pi^2}{60},\qquad B_{21}=\langle\varphi_2,\chi_1\rangle=0 .
\]

So \(B\) is not symmetric. The overlap lost in the change is \(Q_{12}=Q_{21}=\langle\psi_1,\psi_2\rangle-\langle\varphi_1,\varphi_2\rangle=-\tfrac1{30}\), and it repairs the defect:

\[
D_{12}=\frac{\pi^2}{60}-\frac{1+\pi^2/2}{30}=-\frac1{30},\qquad D_{21}=0-\frac1{30}=-\frac1{30}.
\]

The parts below derive this symmetry for any family of channels with common potentials \(V\) and \(W\), whose true and pseudo waves vanish at the origin and match in value and slope at the core radius. In a one-electron radial model with finitely many channels and an invertible \(B\) (unlike the one above), \(D\) supplies the nonlocal coefficients of an ultrasoft-type pseudopotential, and its symmetry makes that nonlocal term Hermitian.

## Waves, residuals and matrices

The type `ι` labels the channels.

In Lean 4 with Mathlib:

```lean
import Mathlib

open MeasureTheory Set

namespace GeneralizedNormConservation

noncomputable section

variable {ι : Type*}
```

For general \(R\), `overlap` is \(\langle f,g\rangle=\int_0^R fg\,dx\), with no complex conjugation because the waves are real.

```lean
/-- The overlap of two real radial functions inside the core radius `R`. -/
def overlap (R : ℝ) (f g : ℝ → ℝ) : ℝ := ∫ x in (0 : ℝ)..R, f x * g x
```

The function `residual` is \(\chi\), the amount by which \(\varphi\) fails to solve the equation with local potential \(W\).

```lean
/-- The function `χ = (ε - T - W) φ`, with kinetic energy `T = -(1/2) d²/dx²`
and local potential `W`. -/
def residual (W : ℝ → ℝ) (ε : ℝ) (φ : ℝ → ℝ) : ℝ → ℝ :=
  fun x => ε * φ x + deriv (deriv φ) x / 2 - W x * φ x
```

In `matB`, the energy belongs to the second index.

```lean
/-- The matrix `B i j = ⟨φ i, χ j⟩`. -/
def matB (R : ℝ) (W : ℝ → ℝ) (e : ι → ℝ) (φ : ι → ℝ → ℝ) : Matrix ι ι ℝ :=
  Matrix.of fun i j => overlap R (φ i) (residual W (e j) (φ j))

/-- The augmentation charges `Q i j = ⟨ψ i, ψ j⟩ - ⟨φ i, φ j⟩`. -/
def matQ (R : ℝ) (ψ φ : ι → ℝ → ℝ) : Matrix ι ι ℝ :=
  Matrix.of fun i j => overlap R (ψ i) (ψ j) - overlap R (φ i) (φ j)

/-- The nonlocal coefficients `D i j = B i j + e j * Q i j`. -/
def matD (R : ℝ) (W : ℝ → ℝ) (e : ι → ℝ) (ψ φ : ι → ℝ → ℝ) : Matrix ι ι ℝ :=
  Matrix.of fun i j => matB R W e φ i j + e j * matQ R ψ φ i j
```

The structure `IsPseudization` collects the assumptions. All channels share one \(V\) and one \(W\). For nonzero angular momentum both contain the centrifugal term, so the channels belong to one angular momentum. The radial equation is required only on \((0,R]\), which allows \(V\) to be singular at the origin. For \(W\), only integrability of \(\varphi_iW\varphi_j\) is assumed; continuity of \(W\) on \([0,R]\) is enough for that. The waves are \(C^2\) functions on the whole line, though the matrices use only \([0,R]\).

```lean
/-- True waves `ψ i` solve the radial equation with potential `V` at energies `e i`;
pseudo waves `φ i` match them in value and slope at `R`, and all waves vanish at the origin. -/
structure IsPseudization (R : ℝ) (V W : ℝ → ℝ) (e : ι → ℝ) (ψ φ : ι → ℝ → ℝ) : Prop where
  pos : 0 < R
  smooth_true : ∀ i, ContDiff ℝ 2 (ψ i)
  smooth_pseudo : ∀ i, ContDiff ℝ 2 (φ i)
  true_zero : ∀ i, ψ i 0 = 0
  pseudo_zero : ∀ i, φ i 0 = 0
  match_value : ∀ i, ψ i R = φ i R
  match_slope : ∀ i, deriv (ψ i) R = deriv (φ i) R
  radial_eq : ∀ i, ∀ x ∈ Ioc 0 R,
    -(deriv (deriv (ψ i)) x) / 2 + V x * ψ i x = e i * ψ i x
  integrable_W : ∀ i j, IntervalIntegrable (fun x => φ i x * (W x * φ j x)) volume 0 R
```

## (a) Derivatives of a \(C^2\) wave

**Task.** Show that a \(C^2\) function \(u\) has a differentiable slope and a continuous second derivative.

**Solution.** The function \(u\) is differentiable and \(u'\) is \(C^1\). Hence \(u'\) is differentiable and \(u''\) is continuous. The proof applies `contDiff_succ_iff_deriv` once for each derivative.

```lean
/-- A twice continuously differentiable function has a differentiable slope and a
continuous second derivative. -/
lemma smooth_facts {u : ℝ → ℝ} (hu : ContDiff ℝ 2 u) :
    Differentiable ℝ u ∧ Differentiable ℝ (deriv u) ∧ Continuous (deriv (deriv u)) := by
  have h : ContDiff ℝ (1 + 1) u := by rw [one_add_one_eq_two]; exact hu
  have h1 := contDiff_succ_iff_deriv.1 h
  have h2 : ContDiff ℝ (0 + 1) (deriv u) := by rw [zero_add]; exact h1.2.2
  have h3 := contDiff_succ_iff_deriv.1 h2
  exact ⟨h1.1, h3.1, h3.2.2.continuous⟩
```

## (b) Green's identity

**Task.** For \(C^2\) functions with \(u(0)=v(0)=0\), evaluate \(\int_0^R(uv''-vu'')\,dx\).

**Solution.** The terms \(u'v'\) cancel in

\[
(uv'-vu')'=uv''-vu'' .
\]

The integral is therefore the Wronskian \(uv'-vu'\) at \(R\) minus its value at \(0\), which vanishes. In the code, `hd` is the derivative formula, and the fundamental theorem of calculus follows.

```lean
/-- Green's identity: for functions vanishing at the origin, the antisymmetrised second
derivative integrates to the Wronskian at `R`. -/
theorem green_identity {u v : ℝ → ℝ} (R : ℝ) (hu : ContDiff ℝ 2 u) (hv : ContDiff ℝ 2 v)
    (hu0 : u 0 = 0) (hv0 : v 0 = 0) :
    ∫ x in (0 : ℝ)..R, (u x * deriv (deriv v) x - v x * deriv (deriv u) x)
      = u R * deriv v R - v R * deriv u R := by
  obtain ⟨u1, u2, u3⟩ := smooth_facts hu
  obtain ⟨v1, v2, v3⟩ := smooth_facts hv
  have hd : ∀ x ∈ uIcc 0 R, HasDerivAt (fun y => u y * deriv v y - v y * deriv u y)
      (u x * deriv (deriv v) x - v x * deriv (deriv u) x) x := by
    intro x _
    refine (((u1 x).hasDerivAt.fun_mul (v2 x).hasDerivAt).fun_sub
      ((v1 x).hasDerivAt.fun_mul (u2 x).hasDerivAt)).congr_deriv ?_
    ring
  rw [intervalIntegral.integral_eq_sub_of_hasDerivAt hd
    (((u1.continuous.mul v3).sub (v1.continuous.mul u3)).intervalIntegrable 0 R)]
  simp only [hu0, hv0]
  ring
```

## (c) Overlap of the true waves

**Task.** Express \((e_i-e_j)\langle\psi_i,\psi_j\rangle\) through boundary data at \(R\).

**Solution.** On \((0,R]\), \(\psi_i''=2(V-e_i)\psi_i\), so

\[
\psi_i\psi_j''-\psi_j\psi_i''=2(e_i-e_j)\psi_i\psi_j .
\]

The potential has cancelled. Integrating and using (b),

\[
(e_i-e_j)\langle\psi_i,\psi_j\rangle=\tfrac12\bigl[\psi_i\psi_j'-\psi_j\psi_i'\bigr]_{x=R}.
\]

The `linear_combination` step inside `key` multiplies the two radial equations by the opposite waves and subtracts. The single point \(x=0\) does not affect the integral.

```lean
variable {R : ℝ} {V W : ℝ → ℝ} {e : ι → ℝ} {ψ φ : ι → ℝ → ℝ}

/-- For true waves, the energy difference times the core overlap is half the Wronskian at `R`. -/
theorem true_wronskian (h : IsPseudization R V W e ψ φ) (i j : ι) :
    (e i - e j) * overlap R (ψ i) (ψ j)
      = (ψ i R * deriv (ψ j) R - ψ j R * deriv (ψ i) R) / 2 := by
  rw [← green_identity R (h.smooth_true i) (h.smooth_true j) (h.true_zero i) (h.true_zero j)]
  have key : ∫ x in (0 : ℝ)..R,
      (ψ i x * deriv (deriv (ψ j)) x - ψ j x * deriv (deriv (ψ i)) x)
      = ∫ x in (0 : ℝ)..R, (2 * (e i - e j)) * (ψ i x * ψ j x) := by
    rw [intervalIntegral.integral_of_le h.pos.le, intervalIntegral.integral_of_le h.pos.le]
    refine setIntegral_congr_fun measurableSet_Ioc (fun x hx => ?_)
    -- the potential V drops out of the antisymmetric combination
    linear_combination 2 * ψ j x * h.radial_eq i x hx - 2 * ψ i x * h.radial_eq j x hx
  rw [key, intervalIntegral.integral_const_mul]
  simp only [overlap]
  ring
```

## (d) Convergence of the integrals in \(B\)

**Task.** Show that \(\varphi_a\chi_b\) is integrable on \([0,R]\).

**Solution.** Split it as

\[
\varphi_a\chi_b=\varphi_a\bigl(e_b\varphi_b+\tfrac12\varphi_b''\bigr)-\varphi_aW\varphi_b .
\]

The first term is continuous by (a), and the second is integrable by assumption.

```lean
/-- The integrals that define the matrix `B` converge. -/
lemma integrable_residual (h : IsPseudization R V W e ψ φ) (a b : ι) :
    IntervalIntegrable (fun x => φ a x * residual W (e b) (φ b) x) volume 0 R := by
  obtain ⟨a1, -, -⟩ := smooth_facts (h.smooth_pseudo a)
  obtain ⟨b1, -, b3⟩ := smooth_facts (h.smooth_pseudo b)
  have c : Continuous fun x => φ a x * (e b * φ b x + deriv (deriv (φ b)) x / 2) :=
    a1.continuous.mul ((continuous_const.mul b1.continuous).add (b3.div_const 2))
  have hs := (c.intervalIntegrable (μ := volume) 0 R).sub (h.integrable_W a b)
  have heq : (fun x => φ a x * residual W (e b) (φ b) x)
      = (fun x => φ a x * (e b * φ b x + deriv (deriv (φ b)) x / 2))
        - (fun x => φ a x * (W x * φ b x)) := by
    funext x
    simp only [residual, Pi.sub_apply]
    ring
  rw [heq]
  exact hs
```

## (e) The antisymmetric part of \(B\)

**Task.** Prove \(B_{ij}-B_{ji}=(e_i-e_j)Q_{ij}\).

**Solution.** The potential \(W\) cancels in

\[
\varphi_i\chi_j-\varphi_j\chi_i=(e_j-e_i)\varphi_i\varphi_j+\tfrac12(\varphi_i\varphi_j''-\varphi_j\varphi_i'').
\]

Integrating with (b) gives

\[
B_{ij}-B_{ji}=(e_j-e_i)\langle\varphi_i,\varphi_j\rangle+\tfrac12\bigl[\varphi_i\varphi_j'-\varphi_j\varphi_i'\bigr]_{x=R}.
\]

Values and slopes match at \(R\), so by (c) the boundary term equals \((e_i-e_j)\langle\psi_i,\psi_j\rangle\). The sum is \((e_i-e_j)Q_{ij}\). In the code, `key` is the integrated pseudo-wave identity and `ht` is (c) rewritten with the matching conditions.

```lean
/-- The antisymmetric part of `B` is fixed by the augmentation charges:
`B i j - B j i = (e i - e j) * Q i j`. -/
theorem matB_sub_swap (h : IsPseudization R V W e ψ φ) (i j : ι) :
    matB R W e φ i j - matB R W e φ j i = (e i - e j) * matQ R ψ φ i j := by
  obtain ⟨i1, -, i3⟩ := smooth_facts (h.smooth_pseudo i)
  obtain ⟨j1, -, j3⟩ := smooth_facts (h.smooth_pseudo j)
  -- the local potential W cancels
  have key : matB R W e φ i j - matB R W e φ j i = ∫ x in (0 : ℝ)..R,
      ((e j - e i) * (φ i x * φ j x)
        + (1 / 2) * (φ i x * deriv (deriv (φ j)) x - φ j x * deriv (deriv (φ i)) x)) := by
    simp only [matB, Matrix.of_apply, overlap]
    rw [← intervalIntegral.integral_sub (integrable_residual h i j) (integrable_residual h j i)]
    refine intervalIntegral.integral_congr (fun x _ => ?_)
    simp only [residual]
    ring
  have c1 : Continuous fun x => (e j - e i) * (φ i x * φ j x) :=
    continuous_const.mul (i1.continuous.mul j1.continuous)
  have c2 : Continuous fun x => (1 / 2 : ℝ) *
      (φ i x * deriv (deriv (φ j)) x - φ j x * deriv (deriv (φ i)) x) :=
    continuous_const.mul ((i1.continuous.mul j3).sub (j1.continuous.mul i3))
  rw [intervalIntegral.integral_add (c1.intervalIntegrable (μ := volume) 0 R)
      (c2.intervalIntegrable (μ := volume) 0 R),
    intervalIntegral.integral_const_mul, intervalIntegral.integral_const_mul,
    green_identity R (h.smooth_pseudo i) (h.smooth_pseudo j)
      (h.pseudo_zero i) (h.pseudo_zero j)] at key
  -- matching at R identifies the two Wronskians
  have ht := true_wronskian h i j
  rw [h.match_value i, h.match_value j, h.match_slope i, h.match_slope j] at ht
  simp only [matQ, Matrix.of_apply]
  simp only [overlap] at ht ⊢
  linear_combination key - ht
```

## (f) Symmetry of \(D\)

**Task.** Deduce \(D_{ij}=D_{ji}\).

**Solution.** Since \(Q_{ij}=Q_{ji}\),

\[
D_{ij}-D_{ji}=(e_i-e_j)Q_{ij}+e_jQ_{ij}-e_iQ_{ji}=0 .
\]

The formal conclusion, `IsSymm`, says that the matrix equals its transpose. With a single channel this is trivial; two channels are the first case with content.

```lean
/-- The nonlocal coefficients `D i j = B i j + e j * Q i j` form a symmetric matrix. -/
theorem matD_isSymm (h : IsPseudization R V W e ψ φ) : (matD R W e ψ φ).IsSymm := by
  refine Matrix.IsSymm.ext fun i j => ?_
  have hQ : matQ R ψ φ j i = matQ R ψ φ i j := by
    simp only [matQ, Matrix.of_apply, overlap, mul_comm]
  simp only [matD, Matrix.of_apply]
  linear_combination e i * hQ - matB_sub_swap h i j
```

## (g) When \(B\) alone is symmetric

**Task.** Show that \(B\) is symmetric exactly when \(Q_{ij}=0\) for every pair with \(e_i\ne e_j\).

**Solution.** By (e), symmetry of \(B\) means \((e_i-e_j)Q_{ij}=0\) for all \(i,j\). Divide by the energy difference when it is nonzero; when it is zero, the product vanishes anyway. Both directions of the proof pass through this product, called `hz`.

The diagonal elements \(Q_{ii}\) are unrestricted, so symmetry of \(B\) does not imply that each channel conserves its norm. In the limit where all \(Q_{ij}\) vanish, \(D=B\).

```lean
/-- `B` itself is symmetric exactly when the augmentation charge vanishes between any two
channels of different energy. -/
theorem matB_isSymm_iff (h : IsPseudization R V W e ψ φ) :
    (matB R W e φ).IsSymm ↔ ∀ i j, e i ≠ e j → matQ R ψ φ i j = 0 := by
  constructor
  · intro hs i j hne
    have hz : (e i - e j) * matQ R ψ φ i j = 0 := by
      linear_combination -matB_sub_swap h i j - hs.apply i j
    exact (mul_eq_zero.1 hz).resolve_left (sub_ne_zero.2 hne)
  · intro hq
    refine Matrix.IsSymm.ext fun i j => ?_
    have hz : (e i - e j) * matQ R ψ φ i j = 0 := by
      by_cases he : e i = e j
      · rw [sub_eq_zero.2 he, zero_mul]
      · rw [hq i j he, mul_zero]
    linear_combination -matB_sub_swap h i j - hz
```

## (h) Projectors dual to the pseudo waves

In this part and the next there are finitely many channels. The projectors are \(\beta_i=\sum_k(B^{-1})_{ki}\chi_k\).

```lean
variable [Fintype ι] [DecidableEq ι]

/-- The projector functions `β i = ∑ k, (B⁻¹) k i * χ k`. -/
def projector (R : ℝ) (W : ℝ → ℝ) (e : ι → ℝ) (φ : ι → ℝ → ℝ) (i : ι) : ℝ → ℝ :=
  fun x => ∑ k, (matB R W e φ)⁻¹ k i * residual W (e k) (φ k) x
```

**Task.** If \(\det B\ne0\), show that \(\langle\beta_j,\varphi_k\rangle=\delta_{kj}\).

**Solution.** By (d), the finite sum and the integral may be exchanged:

\[
\langle\beta_j,\varphi_k\rangle=\sum_l(B^{-1})_{lj}\langle\varphi_k,\chi_l\rangle=\sum_lB_{kl}(B^{-1})_{lj}=\delta_{kj}.
\]

Invertibility, assumed here, means that the pseudo waves can distinguish all combinations of residuals. It fails in the opening example, where \(\chi_1=0\) makes the first column of \(B\) vanish.

```lean
/-- If `B` is invertible, the projectors are dual to the pseudo waves. -/
theorem projector_dual (h : IsPseudization R V W e ψ φ) (hB : (matB R W e φ).det ≠ 0)
    (j k : ι) : overlap R (projector R W e φ j) (φ k) = if k = j then 1 else 0 := by
  have h1 : overlap R (projector R W e φ j) (φ k) = ∫ x in (0 : ℝ)..R,
      ∑ l, (matB R W e φ)⁻¹ l j * (φ k x * residual W (e l) (φ l) x) := by
    refine intervalIntegral.integral_congr (fun x _ => ?_)
    simp only [projector, Finset.sum_mul]
    exact Finset.sum_congr rfl fun l _ => by ring
  have hm : (matB R W e φ * (matB R W e φ)⁻¹) k j = (1 : Matrix ι ι ℝ) k j := by
    rw [Matrix.mul_nonsing_inv _ (isUnit_iff_ne_zero.2 hB)]
  rw [Matrix.mul_apply, Matrix.one_apply] at hm
  rw [h1, intervalIntegral.integral_finsetSum
    (fun l _ => (integrable_residual h k l).const_mul _), ← hm]
  refine Finset.sum_congr rfl fun l _ => ?_
  rw [intervalIntegral.integral_const_mul, mul_comm]
  rfl
```

## (i) The generalized eigenvalue equation

**Task.** For invertible \(B\), show that each \(\varphi_k\) satisfies

\[
\Bigl(-\tfrac12\tfrac{d^2}{dx^2}+W+\sum_{i,j}D_{ij}|\beta_i\rangle\langle\beta_j|\Bigr)\varphi_k
=e_k\Bigl(1+\sum_{i,j}Q_{ij}|\beta_i\rangle\langle\beta_j|\Bigr)\varphi_k .
\]

**Solution.** Duality reduces the nonlocal term on the left to

\[
\sum_iD_{ik}\beta_i=\sum_iB_{ik}\beta_i+e_k\sum_iQ_{ik}\beta_i .
\]

The first sum is

\[
\sum_iB_{ik}\beta_i=\sum_l\Bigl(\sum_i(B^{-1})_{li}B_{ik}\Bigr)\chi_l=\chi_k ,
\]

and \(-\varphi_k''/2+W\varphi_k+\chi_k=e_k\varphi_k\) by definition. The remaining \(Q\) terms agree on both sides. In the code, `hχ` is the formula for the first sum, `hD` combines it with the splitting of \(D\), and the closing lines unfold \(\chi_k\) and cancel the remaining terms.

The identity holds at every real \(x\), with projectors that are not cut off at \(R\). Its physical reading is for the core, \(0\le x\le R\); continuation of the true waves outside is not treated.

```lean
/-- If `B` is invertible, each pseudo wave solves the generalized eigenvalue equation
`(T + W + ∑ D i j |β i⟩⟨β j|) φ k = e k (1 + ∑ Q i j |β i⟩⟨β j|) φ k`. -/
theorem generalized_eigenvalue_equation (h : IsPseudization R V W e ψ φ)
    (hB : (matB R W e φ).det ≠ 0) (k : ι) (x : ℝ) :
    -(deriv (deriv (φ k)) x) / 2 + W x * φ k x
        + ∑ i, ∑ j, matD R W e ψ φ i j * projector R W e φ i x
            * overlap R (projector R W e φ j) (φ k)
      = e k * (φ k x + ∑ i, ∑ j, matQ R ψ φ i j * projector R W e φ i x
            * overlap R (projector R W e φ j) (φ k)) := by
  -- summing the projectors with the entries of column k of B gives back the residual χ k
  have hχ : ∑ i, matB R W e φ i k * projector R W e φ i x = residual W (e k) (φ k) x := by
    have hm : ∀ l, ∑ i, (matB R W e φ)⁻¹ l i * matB R W e φ i k = if l = k then 1 else 0 := by
      intro l
      rw [← Matrix.mul_apply, Matrix.nonsing_inv_mul _ (isUnit_iff_ne_zero.2 hB),
        Matrix.one_apply]
    calc ∑ i, matB R W e φ i k * projector R W e φ i x
        = ∑ l, (∑ i, (matB R W e φ)⁻¹ l i * matB R W e φ i k) * residual W (e l) (φ l) x := by
          simp only [projector, Finset.mul_sum, Finset.sum_mul]
          rw [Finset.sum_comm]
          exact Finset.sum_congr rfl fun l _ => Finset.sum_congr rfl fun i _ => by ring
      _ = residual W (e k) (φ k) x := by simp [hm]
  simp only [projector_dual h hB, mul_ite, mul_one, mul_zero, Finset.sum_ite_eq,
    Finset.mem_univ, if_true]
  have hD : ∑ i, matD R W e ψ φ i k * projector R W e φ i x
      = residual W (e k) (φ k) x + e k * ∑ i, matQ R ψ φ i k * projector R W e φ i x := by
    rw [← hχ, Finset.mul_sum, ← Finset.sum_add_distrib]
    refine Finset.sum_congr rfl fun i _ => ?_
    simp only [matD, Matrix.of_apply]
    ring
  rw [hD]
  simp only [residual]
  ring
```

## (j) Sine waves with a polynomial correction

**Task.** For any real \(k_i\), verify the assumptions on \([0,1]\) with \(V=W=0\), \(e_i=k_i^2/2\), \(\psi_i=\sin k_ix\) and \(\varphi_i=\psi_i+x(1-x)^2\).

**Solution.** All functions are smooth and vanish at \(0\), and \(-\psi_i''/2=(k_i^2/2)\psi_i\). The polynomial has derivative \((1-x)^2-2x(1-x)\), so its value and slope both vanish at \(1\). The code computes the sine derivatives in `d1` and `d2`, and the polynomial's slope in `hp`. The assumptions also hold for \(k_i=0\), but the true wave is then zero and describes no state. This example does not address invertibility of \(B\).

```lean
omit [Fintype ι] [DecidableEq ι] in
/-- Free waves `sin (k i * x)` on `[0, 1]` and the pseudo waves `sin (k i * x) + x * (1 - x)^2`
satisfy the matching conditions and the radial equation, with `V = W = 0`. -/
theorem isPseudization_witness (k : ι → ℝ) :
    IsPseudization 1 (fun _ => 0) (fun _ => 0) (fun i => k i ^ 2 / 2)
      (fun i x => Real.sin (k i * x)) (fun i x => Real.sin (k i * x) + x * (1 - x) ^ 2) := by
  have hl : ∀ a x : ℝ, HasDerivAt (fun y : ℝ => a * y) a x := fun a x => by
    simpa using (hasDerivAt_id' x).const_mul a
  have d1 : ∀ a : ℝ, deriv (fun x : ℝ => Real.sin (a * x)) = fun x => a * Real.cos (a * x) := by
    intro a
    funext x
    rw [(hl a x).sin.deriv, mul_comm]
  have d2 : ∀ a x : ℝ, deriv (fun x : ℝ => a * Real.cos (a * x)) x
      = -a ^ 2 * Real.sin (a * x) := by
    intro a x
    rw [((hl a x).cos.const_mul a).deriv]
    ring
  -- the added polynomial has zero value and zero slope at the matching radius
  have hp : HasDerivAt (fun x : ℝ => x * (1 - x) ^ 2) 0 1 := by
    refine ((hasDerivAt_id' (1 : ℝ)).fun_mul
      (((hasDerivAt_id' (1 : ℝ)).const_sub 1).fun_pow 2)).congr_deriv ?_
    norm_num
  refine ⟨one_pos, fun i => ?_, fun i => ?_, fun i => ?_, fun i => ?_, fun i => ?_,
    fun i => ?_, fun i x _ => ?_, fun i j => ?_⟩
  · show ContDiff ℝ 2 (fun x : ℝ => Real.sin (k i * x))
    fun_prop
  · show ContDiff ℝ 2 (fun x : ℝ => Real.sin (k i * x) + x * (1 - x) ^ 2)
    fun_prop
  · simp
  · simp
  · simp
  · show deriv (fun x : ℝ => Real.sin (k i * x)) 1
      = deriv (fun x : ℝ => Real.sin (k i * x) + x * (1 - x) ^ 2) 1
    rw [((hl (k i) 1).sin.fun_add hp).deriv, (hl (k i) 1).sin.deriv, add_zero]
  · show -(deriv (deriv (fun x : ℝ => Real.sin (k i * x))) x) / 2 + 0 * Real.sin (k i * x)
      = k i ^ 2 / 2 * Real.sin (k i * x)
    rw [d1, d2]
    ring
  · exact Continuous.intervalIntegrable (by fun_prop) _ _

end

end GeneralizedNormConservation
```

```lean
#print axioms GeneralizedNormConservation.matD_isSymm
-- 'GeneralizedNormConservation.matD_isSymm' depends on axioms: [propext, Classical.choice, Quot.sound]
#print axioms GeneralizedNormConservation.matB_isSymm_iff
-- 'GeneralizedNormConservation.matB_isSymm_iff' depends on axioms: [propext, Classical.choice, Quot.sound]
#print axioms GeneralizedNormConservation.projector_dual
-- 'GeneralizedNormConservation.projector_dual' depends on axioms: [propext, Classical.choice, Quot.sound]
#print axioms GeneralizedNormConservation.generalized_eigenvalue_equation
-- 'GeneralizedNormConservation.generalized_eigenvalue_equation' depends on axioms: [propext, Classical.choice, Quot.sound]
```
